# One-Loop Dispersion Repulsion between an Electrically and a Magnetically Polarizable Molecule

At zero temperature and one-loop order, the dispersion energy of two isotropic point-like molecules, one electrically and one magnetically polarizable, is positive and strictly decreases with their distance \(R\), so this contribution to their interaction is repulsive. This holds if the product \(f(u)\) of their polarizabilities at imaginary frequency \(u\) is positive for all \(u>0\) and \(u^2f(u)\) is integrable. In Gaussian units with \(\hbar=c=1\), as \(R\to0^+\), \(R^4\) times the energy tends to \(\frac1\pi\int_0^\infty u^2f(u)\,du\).

## A round trip between two dipoles

Molecule A, at the origin, responds to electric fields. Molecule B, at \(R\,\mathbf n\) with \(|\mathbf n|=1\), responds to magnetic fields. A fluctuating electric dipole \(\mathbf p\) on A produces a magnetic field at B, and the magnetic dipole \(\mathbf m\) induced there sends an electric field back to A.

Set \(\hbar=c=1\), use Gaussian units, and let \(g(r)=e^{i\omega r}/r\) be the propagator at frequency \(\omega\), for the time factor \(e^{-i\omega t}\). The two fields are

\[
\mathbf B=-i\omega g'(R)\,\mathbf n\times\mathbf p,\qquad
\mathbf E=i\omega g'(R)\,(-\mathbf n)\times\mathbf m .
\]

The minus sign in \(\mathbf E\) comes from the reversed direction. The product of the two steps is \(-\omega^2g'^2[\mathbf n]_\times^2\), where \([\mathbf n]_\times\) is the matrix of \(\mathbf v\mapsto\mathbf n\times\mathbf v\). At \(\omega=iu\) this equals \(u^2M^2\), with

\[
M=g'(R)[\mathbf n]_\times,\qquad g(r)=\frac{e^{-ur}}{r}.
\]

One-loop order here means that a single round trip is kept, which is the lowest order in the polarizabilities. At zero temperature, the energy for isotropic point dipoles is then

\[
E(R)=-\frac1{2\pi}\int_0^\infty u^2f(u)\,\mathrm{tr}(M^2)\,du .
\]

## The trace is negative

Differentiation gives

\[
g'(R)=-\frac{u e^{-uR}}{R}-\frac{e^{-uR}}{R^2}=-\frac{(1+uR)e^{-uR}}{R^2}.
\]

The diagonal entries of \([\mathbf n]_\times^2\) are \(-(n_1^2+n_2^2)\), \(-(n_0^2+n_2^2)\) and \(-(n_0^2+n_1^2)\). They add up to \(-2|\mathbf n|^2=-2\), hence

\[
\mathrm{tr}(M^2)=-2g'(R)^2=-\frac{2(1+uR)^2e^{-2uR}}{R^4}.
\]

With \(h(x)=(1+x)e^{-x}\), the retardation factor, the energy becomes

\[
E(R)=\frac{J(R)}{\pi R^4},\qquad J(R)=\int_0^\infty u^2f(u)\,h(uR)^2\,du .
\]

## Short distance, static response and repulsion

Since \(h(0)=1\) and \(h'(x)=-xe^{-x}\le0\) for \(x\ge0\), we have \(0\le h\le1\) there. The integrand of \(J\) is therefore bounded by \(|u^2f(u)|\), and it tends to \(u^2f(u)\) as \(R\to0^+\). Dominated convergence gives

\[
R^4\int_0^\infty u^2f\,g'(R)^2\,du=J(R)\to\int_0^\infty u^2f\,du .
\]

This limit needs no sign condition on \(f\). Physically it describes distances that are short compared with the transition wavelengths but still large compared with the molecules.

For a frequency-independent response, put \(x=uR\):

\[
\int_0^\infty u^2g'(R)^2du=\frac1{R^7}\int_0^\infty x^2(1+x)^2e^{-2x}dx
=\frac1{R^7}\left(\frac14+\frac34+\frac34\right)=\frac7{4R^7}.
\]

Replacing \(f(u)\) by \(f(0)\), the usual far-zone approximation, would thus give \(E\approx 7f(0)/(4\pi R^7)\); no error estimate for that replacement is proved here.

If \(f>0\), then \(J(R)>0\), and \(J\) does not increase with \(R\) because \(h\) does not. The factor \(R^{-4}\) strictly decreases, and so does \(E\).

## What the Lean statements say

`yukawa u r` is \(g(r)\); the name refers to its shape, and \(u\) is an imaginary frequency, not a particle mass. `retard` is \(h\), `crossMatrix n` is \([\mathbf n]_\times\), and `coupling u R n` is \(M\), built with the actual derivative of `yukawa u`. The factor \(u^2\) from the two field steps stands in `mixedEnergy`, not in `coupling`. Vectors are functions on `Fin 3`, so components are numbered from 0, and `n ⬝ᵥ n = 1` makes \(\mathbf n\) a unit vector.

The positivity hypothesis `hpos` stands for two molecules whose responses at imaginary frequency have the same sign, as for ground-state electric and paramagnetic polarizabilities. The hypothesis `hf` requires \(f\) to fall off fast enough at high frequency. It excludes a constant \(f\), whose integral `static_integral` treats separately. The diamagnetic response, which is negative and independent of frequency, is left out. Even a weak one would violate both hypotheses: at high frequency it outweighs the paramagnetic part, which falls off as \(u^{-2}\), and since the electric polarizability also falls off as \(u^{-2}\), \(u^2f(u)\) would tend to a negative constant.

The step from quantum electrodynamics to the energy formula is assumed: `mixedEnergy` is a definition. Within this isotropic, point-dipole, one-loop model, the result fixes the sign of one contribution to long-range intermolecular forces. A real molecule that responds to magnetic fields is also electrically polarizable, and the electric-electric attraction, which is left out here, usually outweighs this repulsion.

```lean
import Mathlib

open MeasureTheory Filter Set Topology Matrix

namespace ElectricMagneticDispersion

noncomputable section

/-- The screened propagator `exp(-ur)/r` at imaginary frequency `u`, for distance `r ≠ 0`. -/
def yukawa (u r : ℝ) : ℝ := Real.exp (-(u * r)) / r

/-- The retardation factor `(1 + x) exp(-x)`. -/
def retard (x : ℝ) : ℝ := (1 + x) * Real.exp (-x)

/-- The matrix of the vector product with `n`. -/
def crossMatrix (n : Fin 3 → ℝ) : Matrix (Fin 3) (Fin 3) ℝ :=
  !![0, -n 2, n 1; n 2, 0, -n 0; -n 1, n 0, 0]

/-- The electric-magnetic coupling `g'(R) [n]ₓ` at distance `R ≠ 0` in direction `n`. -/
def coupling (u R : ℝ) (n : Fin 3 → ℝ) : Matrix (Fin 3) (Fin 3) ℝ :=
  deriv (yukawa u) R • crossMatrix n

/-- The one-loop energy (`ħ = c = 1`) of an electrically and a magnetically polarizable molecule at
distance `R > 0` along the unit vector `n`; `f u` is the product of their polarizabilities at
imaginary frequency `u`. -/
def mixedEnergy (f : ℝ → ℝ) (n : Fin 3 → ℝ) (R : ℝ) : ℝ :=
  -(1 / (2 * Real.pi)) * ∫ u in Ioi (0 : ℝ), u ^ 2 * f u * (coupling u R n ^ 2).trace

/-- The radial derivative of the propagator at `R ≠ 0` is `-(1 + uR) exp(-uR)/R²`. -/
theorem hasDerivAt_yukawa (u : ℝ) {R : ℝ} (hR : R ≠ 0) :
    HasDerivAt (yukawa u) (-((1 + u * R) * Real.exp (-(u * R))) / R ^ 2) R := by
  have h1 : HasDerivAt (fun r => Real.exp (-(u * r)))
      (Real.exp (-(u * R)) * (-(u * 1))) R :=
    ((hasDerivAt_id' R).const_mul u).fun_neg.exp
  exact (h1.fun_div (hasDerivAt_id' R) hR).congr_deriv (by ring)

/-- The cross-product matrix of `n` acts on a vector `v` as `n × v`. -/
theorem crossMatrix_mulVec (n v : Fin 3 → ℝ) :
    crossMatrix n *ᵥ v = crossProduct n v := by
  ext i
  fin_cases i <;>
    simp [crossMatrix, cross_apply, Matrix.mulVec, dotProduct, Fin.sum_univ_succ] <;> ring

/-- For a unit vector `n`, the squared coupling has trace `-2 g'(R)²`. -/
theorem trace_coupling_sq (u R : ℝ) {n : Fin 3 → ℝ} (hn : n ⬝ᵥ n = 1) :
    (coupling u R n ^ 2).trace = -2 * deriv (yukawa u) R ^ 2 := by
  have hn' : n 0 * n 0 + n 1 * n 1 + n 2 * n 2 = 1 := by
    simpa [dotProduct, Fin.sum_univ_three] using hn
  unfold coupling
  generalize deriv (yukawa u) R = d
  have h : ((d • crossMatrix n) ^ 2).trace
      = -2 * d ^ 2 * (n 0 * n 0 + n 1 * n 1 + n 2 * n 2) := by
    simp [crossMatrix, pow_two, Matrix.trace_fin_three]
    ring
  rw [h, hn', mul_one]

/-- For a unit vector `n` and `R ≠ 0`, the trace of the squared coupling, multiplied by `R⁴`,
is `-2 (1 + uR)² exp(-2uR)`. -/
theorem trace_coupling_sq_explicit (u : ℝ) {R : ℝ} (hR : R ≠ 0) {n : Fin 3 → ℝ}
    (hn : n ⬝ᵥ n = 1) :
    R ^ 4 * (coupling u R n ^ 2).trace
      = -2 * (1 + u * R) ^ 2 * Real.exp (-(2 * u * R)) := by
  have hx : Real.exp (-(2 * u * R)) = Real.exp (-(u * R)) ^ 2 := by
    rw [pow_two, ← Real.exp_add]
    congr 1
    ring
  rw [trace_coupling_sq u R hn, (hasDerivAt_yukawa u hR).deriv, hx]
  field_simp

/-- On nonnegative arguments the retardation factor is nonnegative and does not increase. -/
theorem retard_antitone {x y : ℝ} (hx : 0 ≤ x) (hxy : x ≤ y) :
    0 ≤ retard y ∧ retard y ≤ retard x := by
  have hy : 0 ≤ y := hx.trans hxy
  refine ⟨by unfold retard; positivity, ?_⟩
  have h := mul_le_mul_of_nonneg_left (Real.add_one_le_exp (y - x))
    (by linarith : (0 : ℝ) ≤ 1 + x)
  have key : 1 + y ≤ (1 + x) * Real.exp (y - x) := by
    nlinarith [mul_nonneg hx (sub_nonneg.2 hxy)]
  have he : Real.exp (-x) = Real.exp (y - x) * Real.exp (-y) := by
    rw [← Real.exp_add]
    congr 1
    ring
  unfold retard
  rw [he, ← mul_assoc]
  exact mul_le_mul_of_nonneg_right key (Real.exp_pos _).le

/-- For `R ≠ 0`, multiplying the frequency integral by `R⁴` leaves the squared retardation
factor as the only dependence on distance. -/
theorem scaled_integral (f : ℝ → ℝ) {R : ℝ} (hR : R ≠ 0) :
    R ^ 4 * ∫ u in Ioi (0 : ℝ), u ^ 2 * f u * deriv (yukawa u) R ^ 2
      = ∫ u in Ioi (0 : ℝ), u ^ 2 * f u * retard (u * R) ^ 2 := by
  rw [← integral_const_mul]
  congr 1
  funext u
  rw [(hasDerivAt_yukawa u hR).deriv]
  unfold retard
  field_simp

/-- For `R > 0`, the integral of `u² g'(R)²` over all `u > 0` is `7/(4R⁷)`. -/
theorem static_integral {R : ℝ} (hR : 0 < R) :
    ∫ u in Ioi (0 : ℝ), u ^ 2 * deriv (yukawa u) R ^ 2 = 7 / (4 * R ^ 7) := by
  -- an explicit antiderivative in the frequency
  have hd : ∀ u : ℝ, HasDerivAt (fun v => -(Real.exp (-(2 * R * v)) *
      (R ^ 4 / 2 * v ^ 4 + 2 * R ^ 3 * v ^ 3 + 7 / 2 * R ^ 2 * v ^ 2 + 7 / 2 * R * v + 7 / 4))
      / R ^ 7) (u ^ 2 * deriv (yukawa u) R ^ 2) u := by
    intro u
    have hp := (((((hasDerivAt_pow 4 u).const_mul (R ^ 4 / 2)).fun_add
      ((hasDerivAt_pow 3 u).const_mul (2 * R ^ 3))).fun_add
      ((hasDerivAt_pow 2 u).const_mul (7 / 2 * R ^ 2))).fun_add
      ((hasDerivAt_id' u).const_mul (7 / 2 * R))).add_const (7 / 4)
    have he : HasDerivAt (fun v => Real.exp (-(2 * R * v)))
        (Real.exp (-(2 * R * u)) * (-(2 * R * 1))) u :=
      ((hasDerivAt_id' u).const_mul (2 * R)).fun_neg.exp
    have hx : Real.exp (-(2 * R * u)) = Real.exp (-(u * R)) ^ 2 := by
      rw [pow_two, ← Real.exp_add]
      congr 1
      ring
    refine ((he.fun_mul hp).fun_neg.div_const (R ^ 7)).congr_deriv ?_
    rw [(hasDerivAt_yukawa u hR.ne').deriv, hx]
    simp only [Nat.cast_ofNat, Nat.reduceSub]
    field_simp
    ring
  -- the antiderivative vanishes at infinite frequency
  have ht : Tendsto (fun v => -(Real.exp (-(2 * R * v)) *
      (R ^ 4 / 2 * v ^ 4 + 2 * R ^ 3 * v ^ 3 + 7 / 2 * R ^ 2 * v ^ 2 + 7 / 2 * R * v + 7 / 4))
      / R ^ 7) atTop (𝓝 0) := by
    have T := Real.tendsto_pow_mul_exp_neg_atTop_nhds_zero
    have hl : Tendsto (fun v : ℝ => 2 * R * v) atTop atTop :=
      tendsto_id.const_mul_atTop (by positivity)
    have h := ((((((T 4).const_mul (1 / 32)).add ((T 3).const_mul (1 / 4))).add
      ((T 2).const_mul (7 / 8))).add ((T 1).const_mul (7 / 4))).add
      ((T 0).const_mul (7 / 4))).comp hl
    have h' := h.const_mul (-1 / R ^ 7)
    simp only [mul_zero, add_zero] at h'
    refine h'.congr fun u => ?_
    simp only [Function.comp_apply]
    ring
  rw [integral_Ioi_of_hasDerivAt_of_nonneg' (fun u _ => hd u)
    (fun u _ => by positivity) ht]
  simp only [mul_zero, neg_zero, Real.exp_zero]
  ring

/-- If `u² f` is integrable over `u > 0`, then `R⁴ ∫ u² f g'(R)²` tends to `∫ u² f` as
`R → 0+`. -/
theorem near_zone {f : ℝ → ℝ} (hf : IntegrableOn (fun u => u ^ 2 * f u) (Ioi 0)) :
    Tendsto (fun R => R ^ 4 * ∫ u in Ioi (0 : ℝ), u ^ 2 * f u * deriv (yukawa u) R ^ 2)
      (𝓝[>] 0) (𝓝 (∫ u in Ioi (0 : ℝ), u ^ 2 * f u)) := by
  have hlim : Tendsto (fun R => ∫ u in Ioi (0 : ℝ), u ^ 2 * f u * retard (u * R) ^ 2)
      (𝓝[>] 0) (𝓝 (∫ u in Ioi (0 : ℝ), u ^ 2 * f u)) := by
    -- dominated convergence, since the retardation factor is at most one
    refine tendsto_integral_filter_of_dominated_convergence
      (fun u => ‖u ^ 2 * f u‖) ?_ ?_ hf.norm ?_
    · refine Eventually.of_forall fun R => hf.aestronglyMeasurable.mul ?_
      have hc : Continuous fun u : ℝ => retard (u * R) ^ 2 := by unfold retard; fun_prop
      exact hc.aestronglyMeasurable
    · filter_upwards [self_mem_nhdsWithin] with R hR
      filter_upwards [ae_restrict_mem measurableSet_Ioi] with u hu
      have hb := retard_antitone le_rfl (mul_pos hu hR).le
      rw [norm_mul, Real.norm_of_nonneg (sq_nonneg (retard (u * R)))]
      exact mul_le_of_le_one_right (norm_nonneg _)
        (pow_le_one₀ hb.1 (by simpa [retard] using hb.2))
    · refine Eventually.of_forall fun u => ?_
      have hc : Continuous fun R : ℝ => u ^ 2 * f u * retard (u * R) ^ 2 := by
        unfold retard; fun_prop
      have h0 := (hc.tendsto 0).mono_left (nhdsWithin_le_nhds (s := Ioi 0))
      simpa [retard] using h0
  refine hlim.congr' ?_
  filter_upwards [self_mem_nhdsWithin] with R hR
  exact (scaled_integral f (ne_of_gt hR)).symm

/-- If `f > 0` at all `u > 0`, `u² f` is integrable there and `n` is a unit vector, the mixed energy
is positive and strictly decreases with distance `R > 0`. -/
theorem mixedEnergy_repulsive {f : ℝ → ℝ} (hpos : ∀ u, 0 < u → 0 < f u)
    (hf : IntegrableOn (fun u => u ^ 2 * f u) (Ioi 0)) {n : Fin 3 → ℝ} (hn : n ⬝ᵥ n = 1) :
    (∀ R, 0 < R → 0 < mixedEnergy f n R) ∧ StrictAntiOn (mixedEnergy f n) (Ioi 0) := by
  let J : ℝ → ℝ := fun R => ∫ u in Ioi (0 : ℝ), u ^ 2 * f u * retard (u * R) ^ 2
  -- the negative trace turns the energy into a positive integral
  have hE : ∀ R, 0 < R → mixedEnergy f n R = J R / (Real.pi * R ^ 4) := by
    intro R hR
    have h1 : ∀ u, u ^ 2 * f u * (coupling u R n ^ 2).trace
        = -2 * (u ^ 2 * f u * deriv (yukawa u) R ^ 2) := fun u => by
      rw [trace_coupling_sq u R hn]; ring
    have hpi := Real.pi_ne_zero
    have hR' := hR.ne'
    simp only [mixedEnergy, h1, J]
    rw [integral_const_mul, ← scaled_integral f hR']
    field_simp
  have hint : ∀ R, 0 < R →
      IntegrableOn (fun u => u ^ 2 * f u * retard (u * R) ^ 2) (Ioi 0) := by
    intro R hR
    have hc : Continuous fun u : ℝ => retard (u * R) ^ 2 := by unfold retard; fun_prop
    refine Integrable.mono hf (hf.aestronglyMeasurable.mul hc.aestronglyMeasurable) ?_
    filter_upwards [ae_restrict_mem measurableSet_Ioi] with u hu
    have hb := retard_antitone le_rfl (mul_pos hu hR).le
    rw [norm_mul, Real.norm_of_nonneg (sq_nonneg (retard (u * R)))]
    exact mul_le_of_le_one_right (norm_nonneg _)
      (pow_le_one₀ hb.1 (by simpa [retard] using hb.2))
  have hJ : ∀ R, 0 < R → 0 < J R := by
    intro R hR
    have hp : ∀ u ∈ Ioi (0 : ℝ), 0 < u ^ 2 * f u * retard (u * R) ^ 2 := by
      intro u hu
      have hu' : 0 < u := hu
      have := hpos u hu'
      unfold retard
      positivity
    refine (setIntegral_pos_iff_support_of_nonneg_ae ?_ (hint R hR)).2 ?_
    · filter_upwards [ae_restrict_mem measurableSet_Ioi] with u hu
      exact (hp u hu).le
    · have hsub : Ioi (0 : ℝ) ⊆
          Function.support (fun u => u ^ 2 * f u * retard (u * R) ^ 2) :=
        fun u hu => (hp u hu).ne'
      rw [inter_eq_right.2 hsub]
      simp
  refine ⟨fun R hR => ?_, fun R hR S hS hRS => ?_⟩
  · rw [hE R hR]
    exact div_pos (hJ R hR) (by positivity)
  · have hR' : 0 < R := hR
    have hS' : 0 < S := hS
    -- retardation only weakens the interaction further
    have hle : J S ≤ J R := by
      refine setIntegral_mono_on (hint S hS') (hint R hR') measurableSet_Ioi fun u hu => ?_
      have hu' : 0 < u := hu
      have hb := retard_antitone (mul_pos hu' hR').le
        (mul_le_mul_of_nonneg_left hRS.le hu'.le)
      exact mul_le_mul_of_nonneg_left (pow_le_pow_left₀ hb.1 hb.2 2)
        (mul_nonneg (sq_nonneg u) (hpos u hu').le)
    have hpow : Real.pi * R ^ 4 < Real.pi * S ^ 4 :=
      mul_lt_mul_of_pos_left (pow_lt_pow_left₀ hRS hR'.le (by norm_num)) Real.pi_pos
    rw [hE S hS', hE R hR']
    calc J S / (Real.pi * S ^ 4) ≤ J R / (Real.pi * S ^ 4) :=
          div_le_div_of_nonneg_right hle (by positivity)
      _ < J R / (Real.pi * R ^ 4) :=
          div_lt_div_of_pos_left (hJ R hR') (by positivity) hpow

end

end ElectricMagneticDispersion
```

```lean
#print axioms ElectricMagneticDispersion.trace_coupling_sq_explicit
#print axioms ElectricMagneticDispersion.static_integral
#print axioms ElectricMagneticDispersion.near_zone
#print axioms ElectricMagneticDispersion.mixedEnergy_repulsive
```

```
'ElectricMagneticDispersion.trace_coupling_sq_explicit' depends on axioms: [propext, Classical.choice, Quot.sound]
'ElectricMagneticDispersion.static_integral' depends on axioms: [propext, Classical.choice, Quot.sound]
'ElectricMagneticDispersion.near_zone' depends on axioms: [propext, Classical.choice, Quot.sound]
'ElectricMagneticDispersion.mixedEnergy_repulsive' depends on axioms: [propext, Classical.choice, Quot.sound]
```

## From the derivative to the sign in Lean

`hasDerivAt_yukawa` applies the quotient rule, and `crossMatrix_mulVec` checks the matrix against Mathlib's vector product, component by component. `trace_coupling_sq` replaces the derivative by a letter `d`, expands the 3×3 trace and uses \(|\mathbf n|^2=1\). `trace_coupling_sq_explicit` then inserts the derivative.

`retard_antitone` avoids calculus. For \(0\le x\le y\), the inequality \(1+t\le e^t\) with \(t=y-x\) gives

\[
(1+x)e^{y-x}\ge(1+x)(1+y-x)=1+y+x(y-x)\ge1+y,
\]

and multiplication by \(e^{-y}\) yields \(h(x)\ge h(y)\).

`scaled_integral` moves \(R^4\) under the integral, where it cancels the denominator of \(g'^2\). `static_integral` uses an antiderivative in place of the three factorial integrals. With \(x=uR\) it is

\[
-\frac{e^{-2x}}{R^7}\left(\frac{x^4}2+2x^3+\frac{7x^2}2+\frac{7x}2+\frac74\right).
\]

`hd` verifies its derivative and `ht` its vanishing at infinity, so the integral is minus its value at \(u=0\).

`near_zone` supplies the three inputs of dominated convergence: measurability, the bound by \(|u^2f|\), and the pointwise limit, which follows from continuity in \(R\). `scaled_integral` carries the limit back to the original expression.

In `mixedEnergy_repulsive`, `hE` establishes \(E=J/(\pi R^4)\), `hint` the integrability of the integrand, and `hJ` the positivity of \(J\), since the integrand is positive on the whole half-line. For \(R<S\), the final `calc` first replaces \(J(S)\) by the possibly larger \(J(R)\), then \(S^4\) by the smaller \(R^4\). The second step is strict. Repulsion is thus expressed as strict decrease of the energy, without differentiating it.
